# A one-parameter family of gauges contains exactly one Jaynes–Cummings gauge for a two-level dipole and a single cavity mode

A molecule with one bound, mobile charge sits in an optical cavity. If all its levels are kept, the choice of gauge does not affect the predictions. If its position and momentum are cut down to two levels separately in each gauge, the resulting models are in general no longer equivalent, and the coupling usually contains terms that create or destroy a molecular excitation and a photon together. The Jaynes–Cummings model has no such terms, and they are commonly dropped by the rotating-wave approximation. Can a gauge be chosen in which they are absent from the start?

Take $\hbar=1$, the dipole approximation, and units that absorb the mode volume. For a charge $q$ of mass $m$ at position $x$ with momentum $p$, in a potential $V$, the Hamiltonian in the gauge $a$ is

$$H_a=\frac{(p-(1-a)qA)^2}{2m}+V(x)+\tfrac12(\Pi+aqx)^2+\tfrac12w^2A^2 .$$

Here $A$ is the vector potential of the mode, $\Pi$ its conjugate momentum and $w$ its bare frequency. The value $a=0$ is the Coulomb gauge and $a=1$ the dipole gauge. The $A^2$ term raises the mode frequency to

$$w_a=\sqrt{w^2+\kappa(1-a)^2},\qquad \kappa=q^2/m .$$

So $\kappa$ measures the diamagnetic term; it is not the cavity loss rate that often bears this letter.

```lean
import Mathlib

open Complex Set

namespace JaynesCummingsGauge

noncomputable section

/-- Mode frequency `w_a = √(w² + κ (1 - a)²)` in the gauge `a`. -/
def modeFreq (w κ a : ℝ) : ℝ := √(w ^ 2 + κ * (1 - a) ^ 2)
```

Let $w_m$ be the level spacing of the molecule, `wm` in the code. Two combinations of the frequencies will be needed, $C_-(a)=a\,w_a-(1-a)w_m$ and $C_+(a)=a\,w_a+(1-a)w_m$, called `counterRot` and `rot`.

```lean
/-- Counter-rotating coefficient `a w_a - (1 - a) w_m`. -/
def counterRot (w wm κ a : ℝ) : ℝ := a * modeFreq w κ a - (1 - a) * wm

/-- Rotating coefficient `a w_a + (1 - a) w_m`. -/
def rot (w wm κ a : ℝ) : ℝ := a * modeFreq w κ a + (1 - a) * wm
```

Let $V$ be even, so that the levels have definite parity and $x$ has no diagonal elements (no permanent dipoles). The truncated position is then $x=d(\sigma_++\sigma_-)$, where $\sigma_\pm$ raise and lower the molecular state and $d$ is a real matrix element of $x$, thus a length; the transition dipole is $qd$. In Lean, `sp`, `sm`, `c` and `cd` stand for $\sigma_+,\sigma_-,c,c^\dagger$ and are arbitrary elements of a complex algebra `R`. No commutation or adjoint relations are needed for the expansions below.

```lean
section Interaction

variable {R : Type*} [Ring R] [Algebra ℂ R]

/-- Two-level position operator `d (σ₊ + σ₋)`. -/
def position (d : ℝ) (sp sm : R) : R := (d : ℂ) • (sp + sm)
```

The truncated momentum is $p=i m w_m d(\sigma_+-\sigma_-)$.

```lean
/-- Two-level momentum operator `i m w_m d (σ₊ - σ₋)`. -/
def momentum (m wm d : ℝ) (sp sm : R) : R := (I * m * wm * d) • (sp - sm)
```

For a mode of frequency $\Omega$, the field operators are $A=(c+c^\dagger)/\sqrt{2\Omega}$ and $\Pi=i\sqrt{\Omega/2}\,(c^\dagger-c)$. With $\Omega=w_a$, the operators $c$ and $c^\dagger$ themselves belong to the gauge $a$.

```lean
/-- Vector potential `(c + c†) / √(2Ω)` of a mode of frequency `Ω > 0`. -/
def vectorPotential (Ω : ℝ) (c cd : R) : R := (((√(2 * Ω))⁻¹ : ℝ) : ℂ) • (c + cd)

/-- Field momentum `i √(Ω/2) (c† - c)` of a mode of frequency `Ω`. -/
def fieldMomentum (Ω : ℝ) (c cd : R) : R := (I * (√(Ω / 2) : ℝ)) • (cd - c)
```

The cross terms of $H_a$ form the coupling $-(1-a)(q/m)\,pA+a\,q\,x\Pi$. The remaining term in $x^2$ is a constant once $x$ is truncated, and is left out. The truncation to two levels is an approximation, and nothing below estimates its error.

```lean
/-- Bilinear light-matter coupling `-(1 - a) (q/m) p A + a q x Π` in the gauge `a`, for mass
`m > 0` and a mode frequency renormalised with `κ = q²/m`. -/
def interaction (q m d w wm a : ℝ) (sp sm c cd : R) : R :=
  (-(1 - a) * q / m : ℂ) •
      (momentum m wm d sp sm * vectorPotential (modeFreq w (q ^ 2 / m) a) c cd) +
    (a * q : ℂ) • (position d sp sm * fieldMomentum (modeFreq w (q ^ 2 / m) a) c cd)

end Interaction
```

## (a) The momentum of a two-level charge

**Task.** With $H=\mathrm{diag}(w_m,0)$, show that the truncated momentum obeys the equation of motion $p=i m[H,x]$.

**Solution.** The upper state comes first, so $[H,\sigma_+]=w_m\sigma_+$ and $[H,\sigma_-]=-w_m\sigma_-$. Hence $i m[H,x]=i m w_m d(\sigma_+-\sigma_-)$. Lean writes out the $2\times2$ matrices and compares the four entries.

```lean
/-- For a two-level system with level spacing `w_m`, the momentum operator is `i m [H, x]`. -/
theorem momentum_eq_commutator (m wm d : ℝ) :
    momentum m wm d (!![0, 1; 0, 0] : Matrix (Fin 2) (Fin 2) ℂ) !![0, 0; 1, 0] =
      (I * m) • (!![(wm : ℂ), 0; 0, 0] * position d !![0, 1; 0, 0] !![0, 0; 1, 0] -
        position d !![0, 1; 0, 0] !![0, 0; 1, 0] * !![(wm : ℂ), 0; 0, 0]) := by
  ext i j
  fin_cases i <;> fin_cases j <;>
    simp [momentum, position] <;> ring
```

## (b) A positive mode frequency

**Task.** For $w>0$ and $\kappa\ge0$, show that $w_a>0$ for every real $a$.

**Solution.** Under the root, $w^2+\kappa(1-a)^2\ge w^2>0$. The tactic `positivity` finds this.

```lean
/-- The mode frequency is positive when `w > 0` and `κ ≥ 0`. -/
theorem modeFreq_pos {w κ : ℝ} (hw : 0 < w) (hκ : 0 ≤ κ) (a : ℝ) : 0 < modeFreq w κ a :=
  Real.sqrt_pos.2 (by positivity)
```

## (c) Sorting the coupling

**Task.** For $m,w>0$, show that the coupling equals

$$\frac{i q d}{\sqrt{2w_a}}\Big[C_-(a)(\sigma_+c^\dagger-\sigma_-c)+C_+(a)(\sigma_-c^\dagger-\sigma_+c)\Big].$$

**Solution.** The mass cancels in the first term, which becomes

$$-\frac{i q d}{\sqrt{2w_a}}(1-a)w_m(\sigma_+-\sigma_-)(c+c^\dagger).$$

Since $\sqrt{w_a/2}=w_a/\sqrt{2w_a}$, the second is

$$\frac{i q d}{\sqrt{2w_a}}\,a\,w_a(\sigma_++\sigma_-)(c^\dagger-c).$$

Inside the common prefactor, $\sigma_+c^\dagger$ has the coefficient $a w_a-(1-a)w_m=C_-$ and $\sigma_-c$ has $-C_-$. Likewise $\sigma_-c^\dagger$ has $C_+$ and $\sigma_+c$ has $-C_+$. So $C_-$ multiplies exactly the counter-rotating terms.

In the proof, `hs` is the identity for the square roots and `hc` the cancellation of the mass; `module` collects the four products.

```lean
/-- For `m, w > 0` the coupling splits into counter-rotating terms `σ₊c†`, `σ₋c` and rotating
terms `σ₋c†`, `σ₊c`, weighted by the two coefficients defined above. -/
theorem interaction_eq {R : Type*} [Ring R] [Algebra ℂ R] {m w : ℝ} (hm : 0 < m) (hw : 0 < w)
    (q d wm a : ℝ) (sp sm c cd : R) :
    interaction q m d w wm a sp sm c cd =
      (I * q * d * ((√(2 * modeFreq w (q ^ 2 / m) a))⁻¹ : ℝ)) •
        ((counterRot w wm (q ^ 2 / m) a : ℂ) • (sp * cd - sm * c) +
          (rot w wm (q ^ 2 / m) a : ℂ) • (sm * cd - sp * c)) := by
  have hΩ := modeFreq_pos hw (show 0 ≤ q ^ 2 / m by positivity) a
  unfold interaction momentum vectorPotential position fieldMomentum counterRot rot
  generalize modeFreq w (q ^ 2 / m) a = Ω at hΩ ⊢
  -- both quadratures share the normalisation 1/√(2Ω)
  have hs : √(Ω / 2) = Ω * (√(2 * Ω))⁻¹ := by
    have h2 : √(2 * Ω) ≠ 0 := (Real.sqrt_pos.2 (by positivity)).ne'
    rw [← div_eq_mul_inv, eq_div_iff h2, ← Real.sqrt_mul (by positivity),
      show Ω / 2 * (2 * Ω) = Ω ^ 2 by ring, Real.sqrt_sq hΩ.le]
  rw [hs]
  generalize (√(2 * Ω))⁻¹ = r
  have hk : (m : ℂ)⁻¹ * m = 1 := inv_mul_cancel₀ (by exact_mod_cast hm.ne')
  -- the mass cancels in the p A term
  have hc : (-(1 - a) * q / m : ℂ) * (I * m * wm * d) = -(1 - a) * q * I * wm * d := by
    linear_combination (-(1 - a) * q * I * wm * d : ℂ) * hk
  rw [smul_mul_assoc, smul_smul, hc]
  push_cast
  simp only [smul_mul_assoc, mul_smul_comm, mul_add, add_mul, mul_sub, sub_mul]
  module
```

## (d) Where a zero can lie

**Task.** Let $w,w_m>0$ and $\kappa\ge0$. Show that $C_-(a)=0$ implies $0<a<1$.

**Solution.** If $a\le0$, then $a w_a\le0$ and $(1-a)w_m>0$, so $C_-(a)<0$. If $a\ge1$, then $a w_a>0$ and $(1-a)w_m\le0$, so $C_-(a)>0$. Lean treats the same two cases by contradiction; `Ioo (0 : ℝ) 1` is the open interval.

```lean
/-- A gauge in which the counter-rotating coefficient vanishes lies strictly between 0 and 1,
for `w, w_m > 0` and `κ ≥ 0`. -/
theorem zero_mem_Ioo {w wm κ a : ℝ} (hw : 0 < w) (hm : 0 < wm) (hκ : 0 ≤ κ)
    (h : counterRot w wm κ a = 0) : a ∈ Ioo (0 : ℝ) 1 := by
  have hΩ := modeFreq_pos hw hκ a
  unfold counterRot at h
  constructor
  · by_contra hn
    have h1 : 0 ≤ -a * modeFreq w κ a := mul_nonneg (by linarith) hΩ.le
    have h2 : 0 < (1 - a) * wm := mul_pos (by linarith) hm
    linarith
  · by_contra hn
    have h1 : 0 < a * modeFreq w κ a := mul_pos (by linarith) hΩ
    have h2 : 0 ≤ (a - 1) * wm := mul_nonneg (by linarith) hm.le
    linarith
```

## (e) Removing the square root

**Task.** For $\kappa\ge0$, show that a zero of $C_-$ satisfies

$$a^2\big(w^2+\kappa(1-a)^2\big)=(1-a)^2w_m^2 .$$

**Solution.** Square $a w_a=(1-a)w_m$ and insert $w_a^2$.

```lean
/-- Squared form of the condition that the counter-rotating coefficient vanishes, for `κ ≥ 0`. -/
theorem zero_sq {w wm κ a : ℝ} (hκ : 0 ≤ κ) (h : counterRot w wm κ a = 0) :
    a ^ 2 * (w ^ 2 + κ * (1 - a) ^ 2) = ((1 - a) * wm) ^ 2 := by
  have hs : modeFreq w κ a ^ 2 = w ^ 2 + κ * (1 - a) ^ 2 := Real.sq_sqrt (by positivity)
  rw [← hs, ← mul_pow, sub_eq_zero.1 h]
```

## (f) How the zero moves with the diamagnetic term

**Task.** Let $w,w_m>0$ and $0\le\kappa_1\le\kappa_2$. Let $a$ be a zero of $C_-$ for $\kappa_1$ and $b$ one for $\kappa_2$. Show that $b\le a$, and that $b<a$ if $\kappa_1<\kappa_2$.

**Solution.** Write (e) for both zeros. Multiply the equation for $b$ by $(1-a)^2$ and that for $a$ by $(1-b)^2$, then subtract. The level spacing drops out. Because $b(1-a)-a(1-b)=b-a$, the result is

$$w^2(b-a)\big[b(1-a)+a(1-b)\big]+(1-a)^2(1-b)^2(\kappa_2b^2-\kappa_1a^2)=0 .$$

By (d), the square bracket and the factor $(1-a)^2(1-b)^2$ are positive. If $b>a$, the first term is positive and the second is not negative, which is impossible. If $\kappa_1<\kappa_2$ and $b\ge a$, the first term is not negative, while $\kappa_2b^2>\kappa_1b^2\ge\kappa_1a^2$ makes the second positive, again impossible.

The balance equation is `key` in the code, obtained by `linear_combination` with the same two multipliers. The two sign arguments follow it.

```lean
/-- For `w, w_m > 0` and `0 ≤ κ₁ ≤ κ₂`, the zero of the counter-rotating coefficient does not
increase from `κ₁` to `κ₂`, and it strictly decreases if `κ₁ < κ₂`. -/
theorem zero_antitone {w wm κ₁ κ₂ a b : ℝ} (hw : 0 < w) (hm : 0 < wm) (h₁ : 0 ≤ κ₁)
    (h₁₂ : κ₁ ≤ κ₂) (ha : counterRot w wm κ₁ a = 0) (hb : counterRot w wm κ₂ b = 0) :
    b ≤ a ∧ (κ₁ < κ₂ → b < a) := by
  obtain ⟨a0, a1⟩ := zero_mem_Ioo hw hm h₁ ha
  obtain ⟨b0, b1⟩ := zero_mem_Ioo hw hm (h₁.trans h₁₂) hb
  -- eliminate w_m between the two squared conditions
  have key : w ^ 2 * ((b - a) * (b * (1 - a) + a * (1 - b))) +
      ((1 - a) * (1 - b)) ^ 2 * (κ₂ * b ^ 2 - κ₁ * a ^ 2) = 0 := by
    linear_combination (1 - a) ^ 2 * zero_sq (h₁.trans h₁₂) hb - (1 - b) ^ 2 * zero_sq h₁ ha
  have hu : 0 < 1 - a := by linarith
  have hv : 0 < 1 - b := by linarith
  have hp : 0 < b * (1 - a) + a * (1 - b) := by positivity
  have hq : 0 < ((1 - a) * (1 - b)) ^ 2 := by positivity
  constructor
  · by_contra hn
    have hab : a < b := not_le.1 hn
    have e1 : 0 < w ^ 2 * ((b - a) * (b * (1 - a) + a * (1 - b))) :=
      mul_pos (by positivity) (mul_pos (by linarith) hp)
    have h₂ : 0 ≤ κ₂ := h₁.trans h₁₂
    have e2 : κ₁ * a ^ 2 ≤ κ₂ * b ^ 2 := by gcongr
    have e3 := mul_nonneg hq.le (sub_nonneg.2 e2)
    linarith
  · intro hlt
    by_contra hn
    have hab : a ≤ b := not_lt.1 hn
    have e1 : 0 ≤ w ^ 2 * ((b - a) * (b * (1 - a) + a * (1 - b))) :=
      mul_nonneg (by positivity) (mul_nonneg (by linarith) hp.le)
    have e2 : κ₁ * a ^ 2 ≤ κ₁ * b ^ 2 := by gcongr
    have e3 : κ₁ * b ^ 2 < κ₂ * b ^ 2 := mul_lt_mul_of_pos_right hlt (by positivity)
    have e4 := mul_pos hq (sub_pos.2 (e2.trans_lt e3))
    linarith
```

## (g) The zero without a diamagnetic term

**Task.** For $w,w_m>0$ and $\kappa=0$, show that $C_-$ vanishes at $a=w_m/(w_m+w)$.

**Solution.** Now $w_a=w$ in every gauge, and $C_-(a)=a(w+w_m)-w_m$, which is zero at the stated value.

```lean
/-- Without frequency renormalisation (`κ = 0`) and for `w, w_m > 0`, the counter-rotating
coefficient vanishes at `a = w_m / (w_m + w)`. -/
theorem zero_of_no_renormalisation {w wm : ℝ} (hw : 0 < w) (hm : 0 < wm) :
    counterRot w wm 0 (wm / (wm + w)) = 0 := by
  have hf : modeFreq w 0 (wm / (wm + w)) = w := by simp [modeFreq, Real.sqrt_sq hw.le]
  have hx : wm / (wm + w) * (wm + w) = wm := div_mul_cancel₀ _ (by positivity)
  rw [counterRot, hf]
  linear_combination hx
```

## (h) Exactly one zero, and its upper bound

**Task.** For $w,w_m>0$ and $\kappa\ge0$, show that $C_-$ has exactly one real zero $a$, that $0<a<1$, and that

$$a\le\frac{w_m}{w_m+w},\qquad\text{with equality if and only if }\kappa=0 .$$

**Solution.** $C_-$ is continuous, with $C_-(0)=-w_m<0$ and $C_-(1)=w>0$, so it has a zero, which lies in $(0,1)$ by (d). Two zeros for the same $\kappa$ are each at most the other by (f), hence equal. Comparing the zero for $\kappa$ with the one in (g) gives the bound, strict when $\kappa>0$. When $\kappa=0$, both are zeros of the same function and coincide.

In the Lean statement, `counterRot w wm κ b = 0 ↔ b = a` for all real `b` says both that $a$ is a zero and that there is no other. Existence comes from `intermediate_value_Icc`, the location in $(0,1)$ from `zero_mem_Ioo`, and uniqueness and the comparison with the bound from repeated use of `zero_antitone`.

With $\kappa=q^2/m$, equality means $q=0$, where the coupling itself vanishes. A charged dipole therefore always has its zero strictly below the bound.

```lean
/-- For `w, w_m > 0` and `κ ≥ 0` the counter-rotating coefficient vanishes at exactly one real gauge
parameter. This parameter lies in `(0, 1)` and is at most `w_m / (w_m + w)`, with equality iff
`κ = 0`. -/
theorem jaynesCummings_gauge {w wm κ : ℝ} (hw : 0 < w) (hm : 0 < wm) (hκ : 0 ≤ κ) :
    ∃ a ∈ Ioo (0 : ℝ) 1, (∀ b : ℝ, counterRot w wm κ b = 0 ↔ b = a) ∧
      a ≤ wm / (wm + w) ∧ (a = wm / (wm + w) ↔ κ = 0) := by
  -- the coefficient is negative at a = 0 and positive at a = 1
  have hcont : Continuous (counterRot w wm κ) := by
    unfold counterRot modeFreq
    fun_prop
  have h0 : counterRot w wm κ 0 ≤ 0 := by simp [counterRot, hm.le]
  have h1 : 0 ≤ counterRot w wm κ 1 := by
    have := modeFreq_pos hw hκ 1
    simp [counterRot, this.le]
  obtain ⟨a, -, ha⟩ := intermediate_value_Icc zero_le_one hcont.continuousOn ⟨h0, h1⟩
  have hz := zero_of_no_renormalisation hw hm
  have hcmp := zero_antitone hw hm le_rfl hκ hz ha
  refine ⟨a, zero_mem_Ioo hw hm hκ ha, fun b => ⟨fun hb => ?_, fun hb => hb ▸ ha⟩,
    hcmp.1, fun he => ?_, fun he => ?_⟩
  · exact le_antisymm (zero_antitone hw hm hκ le_rfl ha hb).1
      (zero_antitone hw hm hκ le_rfl hb ha).1
  · by_contra hne
    exact (hcmp.2 (lt_of_le_of_ne hκ (Ne.symm hne))).ne he
  · subst he
    exact le_antisymm hcmp.1 (zero_antitone hw hm le_rfl le_rfl ha hz).1
```

## (i) A lower bound and the weak-coupling limit

**Task.** Under the same conditions, show that the zero satisfies

$$a\ge\frac{w_m}{w_m+\sqrt{w^2+\kappa}} .$$

**Solution.** Since $0<a<1$, we have $(1-a)^2\le1$ and $w_a\le\sqrt{w^2+\kappa}$. Then $(1-a)w_m=a w_a\le a\sqrt{w^2+\kappa}$, and solving for $a$ gives the bound. In Lean, `hΩ` is the estimate of $w_a$, and `div_le_iff₀` clears the denominator.

As $\kappa\to0$, the bounds of (h) and (i) close on $w_m/(w_m+w)$. At resonance, $w=w_m$, this limit is $1/2$, midway between the Coulomb and dipole gauges.

```lean
/-- For `w, w_m > 0` and `κ ≥ 0`, a zero of the counter-rotating coefficient is at least
`w_m / (w_m + √(w² + κ))`. -/
theorem gauge_lower_bound {w wm κ a : ℝ} (hw : 0 < w) (hm : 0 < wm) (hκ : 0 ≤ κ)
    (h : counterRot w wm κ a = 0) : wm / (wm + √(w ^ 2 + κ)) ≤ a := by
  obtain ⟨a0, a1⟩ := zero_mem_Ioo hw hm hκ h
  have hΩ : modeFreq w κ a ≤ √(w ^ 2 + κ) := by
    apply Real.sqrt_le_sqrt
    have h2 : (1 - a) ^ 2 ≤ 1 := by nlinarith
    nlinarith [mul_le_mul_of_nonneg_left h2 hκ]
  have h3 := mul_le_mul_of_nonneg_left hΩ a0.le
  unfold counterRot at h
  rw [div_le_iff₀ (by positivity)]
  linarith
```

## (j) The coupling at the zero

**Task.** For $m,w>0$ and $C_-(a)=0$ with $\kappa=q^2/m$, show that the coupling is

$$\frac{i q d}{\sqrt{2w_a}}\,2(1-a)w_m\,(\sigma_-c^\dagger-\sigma_+c).$$

**Solution.** The first bracket in (c) drops out. At the zero $a w_a=(1-a)w_m$, so $C_+(a)=2(1-a)w_m$. Lean proves this value as `hr` and substitutes it into `interaction_eq`.

Within this two-level, one-mode model, the Jaynes–Cummings form of the coupling thus follows from a choice of gauge, without a rotating-wave approximation.

```lean
/-- For `m, w > 0`, in a gauge where the counter-rotating coefficient vanishes, the coupling
contains only `σ₋c†` and `σ₊c`, with weight `2 (1 - a) w_m`. -/
theorem interaction_jaynesCummings {R : Type*} [Ring R] [Algebra ℂ R] {q m w wm a : ℝ}
    (hm : 0 < m) (hw : 0 < w) (h : counterRot w wm (q ^ 2 / m) a = 0)
    (d : ℝ) (sp sm c cd : R) :
    interaction q m d w wm a sp sm c cd =
      (I * q * d * ((√(2 * modeFreq w (q ^ 2 / m) a))⁻¹ : ℝ)) •
        (((2 * (1 - a) * wm : ℝ) : ℂ) • (sm * cd - sp * c)) := by
  have hr : rot w wm (q ^ 2 / m) a = 2 * (1 - a) * wm := by
    unfold counterRot at h
    unfold rot
    linarith
  rw [interaction_eq hm hw, h, hr, Complex.ofReal_zero, zero_smul, zero_add]

end

end JaynesCummingsGauge
```

```lean
#print axioms JaynesCummingsGauge.momentum_eq_commutator
#print axioms JaynesCummingsGauge.jaynesCummings_gauge
#print axioms JaynesCummingsGauge.gauge_lower_bound
#print axioms JaynesCummingsGauge.interaction_jaynesCummings
```

```
'JaynesCummingsGauge.momentum_eq_commutator' depends on axioms: [propext, Classical.choice, Quot.sound]
'JaynesCummingsGauge.jaynesCummings_gauge' depends on axioms: [propext, Classical.choice, Quot.sound]
'JaynesCummingsGauge.gauge_lower_bound' depends on axioms: [propext, Classical.choice, Quot.sound]
'JaynesCummingsGauge.interaction_jaynesCummings' depends on axioms: [propext, Classical.choice, Quot.sound]
```
